# ⟨ψ|H|ψ⟩ for a ring of exchange-coupled spins one-half, as a weighted sum of squared amplitude changes

The theorem `energy_eq` concerns a finite ring of `n ≥ 1` spins one-half with Hamiltonian H = (J/2) ∑ₓ (1 − P(x,x+1)), where J is real and P(x,x+1) exchanges the spins on neighbouring sites. It states that ⟨ψ|H|ψ⟩ equals J/4 times the sum, over all sites x and all spin configurations, of the squared modulus of the change in ψ's amplitude under P(x,x+1). The vector ψ need not be normalised; for nonzero ψ, the mean energy is this value divided by ⟨ψ|ψ⟩. The attempt first proves the identity for a single exchange, using the fact that exchanging twice restores every configuration to relabel the sum, and then adds up the terms of the ring.

Lean 4 with Mathlib refuses this proof:

```lean
import Mathlib

open ComplexConjugate

namespace EnergyEq

noncomputable section

/-- States of `n ≥ 1` spins one-half: complex functions of the configurations, where `true` marks a
flipped (down) spin. -/
abbrev State (n : ℕ) := (ZMod n → Bool) → ℂ

variable {n : ℕ} [NeZero n]

/-- The operator `P` that exchanges the spins on the sites `a` and `b`. -/
def exchange (a b : ZMod n) : Module.End ℂ (State n) where
  toFun ψ := fun s => ψ (s ∘ Equiv.swap a b)
  map_add' _ _ := rfl
  map_smul' _ _ := rfl

/-- The ring Hamiltonian `H = (J/2) ∑ₓ (1 - P(x,x+1))`. -/
def hamiltonian (J : ℝ) : Module.End ℂ (State n) :=
  (J / 2 : ℂ) • ∑ x : ZMod n, (1 - exchange x (x + 1))

/-- `H ψ` is `J/2` times the sum over all sites `x` of the differences `ψ - P(x,x+1) ψ`. -/
theorem hamiltonian_apply (J : ℝ) (ψ : State n) :
    hamiltonian J ψ = (J / 2 : ℂ) • ∑ x : ZMod n, (ψ - exchange x (x + 1) ψ) := by
  simp only [hamiltonian, LinearMap.smul_apply, LinearMap.sum_apply, LinearMap.sub_apply,
    Module.End.one_apply]

/-- For any vector `ψ`, normalised or not, `⟨ψ|H|ψ⟩` is `J/4` times the summed squared changes of
its amplitudes under exchange of neighbouring spins. -/
theorem energy_eq (J : ℝ) (ψ : State n) :
    ∑ s, conj (ψ s) * hamiltonian J ψ s =
      ((J / 4 * ∑ x : ZMod n, ∑ s, ‖ψ s - exchange x (x + 1) ψ s‖ ^ 2 : ℝ) : ℂ) := by
  have bond : ∀ a b : ZMod n, ∑ s, conj (ψ s) * (ψ s - exchange a b ψ s) =
      ((1 / 2 * ∑ s, ‖ψ s - exchange a b ψ s‖ ^ 2 : ℝ) : ℂ) := by
    intro a b
    have hinv : Function.Involutive (fun s : ZMod n → Bool => s ∘ Equiv.swap a b) := by
      intro s
      funext z
      simp only [Function.comp_apply, Equiv.swap_apply_self]
    -- relabel the configurations by the exchange
    have h : ∑ s, conj (exchange a b ψ s) * (exchange a b ψ s - ψ s) =
        ∑ s, conj (ψ s) * (ψ s - exchange a b ψ s) := by
      refine Fintype.sum_equiv hinv.toPerm _ _ fun s => ?_
      have hs : exchange a b ψ (hinv.toPerm s) = ψ s := congrArg ψ (hinv s)
      rw [hs]
      rfl
    have h2 : ((∑ s, ‖ψ s - exchange a b ψ s‖ ^ 2 : ℝ) : ℂ) =
        ∑ s, conj (ψ s) * (ψ s - exchange a b ψ s) +
        ∑ s, conj (exchange a b ψ s) * (exchange a b ψ s - ψ s) := by
      push_cast
      rw [← Finset.sum_add_distrib]
      refine Finset.sum_congr rfl fun s _ => ?_
      rw [← Complex.conj_mul', map_sub]
      ring
    rw [Complex.ofReal_mul, h2, h]
    push_cast
    ring
  have hsum : ∑ s, conj (ψ s) * hamiltonian J ψ s =
      (J / 2 : ℂ) * ∑ x : ZMod n, ∑ s, conj (ψ s) * (ψ s - exchange x (x + 1) ψ s) := by
    simp only [hamiltonian_apply, Pi.smul_apply, Finset.sum_apply, Pi.sub_apply, smul_eq_mul]
    rw [Finset.sum_comm, Finset.mul_sum]
    refine Finset.sum_congr rfl fun s _ => ?_
    rw [← Finset.mul_sum]
    ring
  rw [hsum, Finset.sum_congr rfl fun x _ => bond x (x + 1), ← Complex.ofReal_sum,
    ← Finset.mul_sum]
  push_cast
  ring

end

end EnergyEq
```

Lean reports:

```
Main.lean:47:67: error: Application type mismatch: The argument
  hinv s
has type
  (fun s => s ∘ ⇑(Equiv.swap a b)) ((fun s => s ∘ ⇑(Equiv.swap a b)) s) = s
but is expected to have type
  ?m.242 ∘ ⇑(Equiv.swap a b) = s
in the application
  congrArg ψ (hinv s)
```

Fix (accepted with no message):

```diff
@@ -45,7 +45,9 @@
         ∑ s, conj (ψ s) * (ψ s - exchange a b ψ s) := by
       refine Fintype.sum_equiv hinv.toPerm _ _ fun s => ?_
-      have hs : exchange a b ψ (hinv.toPerm s) = ψ s := congrArg ψ (hinv s)
+      have hs : (s ∘ Equiv.swap a b) ∘ Equiv.swap a b = s := hinv s
+      change conj (ψ (s ∘ Equiv.swap a b)) * (ψ (s ∘ Equiv.swap a b) - ψ s) =
+        conj (ψ (s ∘ Equiv.swap a b)) *
+          (ψ (s ∘ Equiv.swap a b) - ψ ((s ∘ Equiv.swap a b) ∘ Equiv.swap a b))
       rw [hs]
-      rfl
     have h2 : ((∑ s, ‖ψ s - exchange a b ψ s‖ ^ 2 : ℝ) : ℂ) =
         ∑ s, conj (ψ s) * (ψ s - exchange a b ψ s) +
```

What went wrong. The fault lies in how `hs` writes the exchanged configuration. `Function.Involutive.toPerm` takes the function as an explicit argument before the proof that it is involutive. In `hinv.toPerm s`, Lean therefore takes `s` for that function, not for the configuration to be permuted. The term is left unresolved, and appears in the message as `?m.242`; Lean then cannot match `hinv s`, which says that two exchanges restore `s`, with the expected equation. The bare `hinv.toPerm` in the `refine` line is fine, since there the function is inferred from `hinv`.

The repair states `hs` directly as the equality of the twice-exchanged configuration with `s`, which `hinv s` proves. The `change` writes out the goal's exchanges, by definition, so that the left side of `hs` appears in it literally. `rw [hs]` then makes the two sides identical and closes the goal by itself, so the following `rfl` has to go.
